# In a preconditioned Rayleigh–Ritz step, the energy drop is a quadratic form in the update

A late step of an eigensolver can change the energy far less than the vector: in a two-level system, a step that reaches the ground state with an energy drop of $10^{-8}$ of the level spacing turns the line of the vector by about $10^{-4}$ radian. The Lean file below proves the quadratic relation behind these numbers, for a real symmetric operator and a new vector that minimizes the Rayleigh quotient over a search space containing the old one.

```lean
import Mathlib

open scoped InnerProductSpace

namespace PreconditionedSubspaceStep

noncomputable section

variable {E : Type*} [NormedAddCommGroup E] [InnerProductSpace ℝ E]

/-- The Rayleigh quotient (energy) `⟨v, H v⟩ / ⟨v, v⟩` of a nonzero vector `v`. -/
def rayleigh (H : E →ₗ[ℝ] E) (v : E) : ℝ := ⟪v, H v⟫_ℝ / ⟪v, v⟫_ℝ

/-- The preconditioned residual `T (H x - θ x)` of a nonzero vector `x`, where `θ` is the
Rayleigh quotient of `x` and `T` is the preconditioner. -/
def precResidual (H T : E →ₗ[ℝ] E) (x : E) : E := T (H x - rayleigh H x • x)

/-- `y` is a nonzero vector of the search space `V` whose Rayleigh quotient is the lowest
among all nonzero vectors of `V`. -/
structure IsRayleighMin (H : E →ₗ[ℝ] E) (V : Submodule ℝ E) (y : E) : Prop where
  mem : y ∈ V
  ne_zero : y ≠ 0
  le : ∀ v ∈ V, v ≠ 0 → rayleigh H y ≤ rayleigh H v

/-- For a unit vector the Rayleigh quotient is the expectation value `⟨x, H x⟩`. -/
theorem rayleigh_unit (H : E →ₗ[ℝ] E) {x : E} (hx : ‖x‖ = 1) :
    rayleigh H x = ⟪x, H x⟫_ℝ := by
  unfold rayleigh
  rw [real_inner_self_eq_norm_sq x, hx, one_pow, div_one]

/-- If `y` minimizes the Rayleigh quotient over `V`, with value `m`, then
`m ⟨u, u⟩ ≤ ⟨u, H u⟩` for every `u` in `V`. -/
theorem min_mul_le {H : E →ₗ[ℝ] E} {V : Submodule ℝ E} {y u : E}
    (hy : IsRayleighMin H V y) (hu : u ∈ V) :
    rayleigh H y * ⟪u, u⟫_ℝ ≤ ⟪u, H u⟫_ℝ := by
  rcases eq_or_ne u 0 with h | h
  · simp [h]
  · have hpos : 0 < ⟪u, u⟫_ℝ := by
      rw [real_inner_self_eq_norm_sq]
      exact pow_pos (norm_pos_iff.2 h) 2
    have h1 : rayleigh H y ≤ ⟪u, H u⟫_ℝ / ⟪u, u⟫_ℝ := hy.le u hu h
    exact (le_div_iff₀ hpos).1 h1

/-- For symmetric `H`, the residual `(H - m) y` of a minimizer `y` of the Rayleigh quotient
over `V`, with value `m`, is orthogonal to every vector of `V`. -/
theorem residual_orthogonal {H : E →ₗ[ℝ] E} (hH : H.IsSymmetric) {V : Submodule ℝ E}
    {y v : E} (hy : IsRayleighMin H V y) (hv : v ∈ V) :
    ⟪v, H y - rayleigh H y • y⟫_ℝ = 0 := by
  have hne : ⟪y, y⟫_ℝ ≠ 0 := by
    rw [real_inner_self_eq_norm_sq]
    exact pow_ne_zero 2 (norm_ne_zero_iff.2 hy.ne_zero)
  have hyy : ⟪y, H y⟫_ℝ = rayleigh H y * ⟪y, y⟫_ℝ := (div_mul_cancel₀ _ hne).symm
  have hsym : ⟪y, H v⟫_ℝ = ⟪v, H y⟫_ℝ := (hH y v).symm.trans (real_inner_comm _ _)
  have hvy : ⟪y, v⟫_ℝ = ⟪v, y⟫_ℝ := real_inner_comm _ _
  obtain ⟨b, hb⟩ : ∃ b, b = ⟪v, H y⟫_ℝ - rayleigh H y * ⟪v, y⟫_ℝ := ⟨_, rfl⟩
  obtain ⟨c, hc⟩ : ∃ c, c = ⟪v, H v⟫_ℝ - rayleigh H y * ⟪v, v⟫_ℝ := ⟨_, rfl⟩
  have hc0 : 0 ≤ c := by linarith [min_mul_le hy hv]
  -- the trial vector `(c + 1) y - b v` would lower the energy unless `b = 0`
  have hu := min_mul_le hy (V.sub_mem (V.smul_mem (c + 1) hy.mem) (V.smul_mem b hv))
  simp only [map_sub, map_smul, inner_sub_left, inner_sub_right, real_inner_smul_left,
    real_inner_smul_right, hsym, hvy] at hu
  have key : b ^ 2 * (c + 2) ≤ 0 := by
    linear_combination hu + (c + 1) ^ 2 * hyy + 2 * (c + 1) * b * hb - b ^ 2 * hc
  have hb2 : b ^ 2 ≤ 0 := by nlinarith [mul_nonneg (sq_nonneg b) hc0]
  rw [inner_sub_right, real_inner_smul_right, ← hb]
  exact (pow_eq_zero_iff two_ne_zero).1 (le_antisymm hb2 (sq_nonneg b))

/-- Let `H` be symmetric and let `z` in `V` have `(H - m) z` orthogonal to `V`. Then the energy
of any unit vector `x` of `V` exceeds `m` by `⟨z - x, (H - m)(z - x)⟩`. -/
theorem stationary_energy_identity {H : E →ₗ[ℝ] E} (hH : H.IsSymmetric)
    {V : Submodule ℝ E} {x z : E} {m : ℝ} (hx : x ∈ V) (hx1 : ‖x‖ = 1) (hz : z ∈ V)
    (h : ∀ v ∈ V, ⟪v, H z - m • z⟫_ℝ = 0) :
    rayleigh H x - m = ⟪z - x, H (z - x) - m • (z - x)⟫_ℝ := by
  have h1 := h z hz
  have h2 := h x hx
  have hs : ⟪z, H x⟫_ℝ = ⟪x, H z⟫_ℝ := (hH z x).symm.trans (real_inner_comm _ _)
  have hc : ⟪z, x⟫_ℝ = ⟪x, z⟫_ℝ := real_inner_comm _ _
  have hxx : ⟪x, x⟫_ℝ = 1 := by rw [real_inner_self_eq_norm_sq, hx1, one_pow]
  rw [rayleigh_unit H hx1]
  simp only [map_sub, inner_sub_left, inner_sub_right, real_inner_smul_right] at h1 h2 ⊢
  linear_combination m * hxx - h1 + 2 * h2 + hs - m * hc

/-- Let `H` be symmetric and let `V` contain a unit vector `x` and its preconditioned residual
`w`. If `y` minimizes the Rayleigh quotient over `V`, with value `m`, then `(H - m) y` is
orthogonal to `w`, and the energy drop from `x` to `y` is `⟨y - x, (H - m)(y - x)⟩`. -/
theorem preconditioned_step {H T : E →ₗ[ℝ] E} (hH : H.IsSymmetric) {V : Submodule ℝ E}
    {x y : E} (hx : x ∈ V) (hx1 : ‖x‖ = 1) (hw : precResidual H T x ∈ V)
    (hy : IsRayleighMin H V y) :
    ⟪precResidual H T x, H y - rayleigh H y • y⟫_ℝ = 0 ∧
      rayleigh H x - rayleigh H y =
        ⟪y - x, H (y - x) - rayleigh H y • (y - x)⟫_ℝ :=
  ⟨residual_orthogonal hH hy hw,
    stationary_energy_identity hH hx hx1 hy.mem fun _ hv => residual_orthogonal hH hy hv⟩

/-- For symmetric `H` with `⟨v, H v⟩ ≤ Λ ‖v‖²` on `V`, the energy drop from a unit vector `x`
of `V` to a minimizer `y` over `V`, with value `m`, is at most `(Λ - m) ‖y - x‖²`. -/
theorem energy_drop_second_order {H : E →ₗ[ℝ] E} (hH : H.IsSymmetric)
    {V : Submodule ℝ E} {x y : E} {Λ : ℝ} (hΛ : ∀ v ∈ V, ⟪v, H v⟫_ℝ ≤ Λ * ‖v‖ ^ 2)
    (hx : x ∈ V) (hx1 : ‖x‖ = 1) (hy : IsRayleighMin H V y) :
    rayleigh H x - rayleigh H y ≤ (Λ - rayleigh H y) * ‖y - x‖ ^ 2 := by
  have h := stationary_energy_identity hH hx hx1 hy.mem
    fun _ hv => residual_orthogonal hH hy hv
  rw [inner_sub_right, real_inner_smul_right, real_inner_self_eq_norm_sq (y - x)] at h
  linarith [hΛ (y - x) (V.sub_mem hy.mem hx)]

/-- For symmetric `H` with `⟨v, H v⟩ ≤ Λ ‖v‖²` on `V`, the energy drop from a unit vector `x`
of `V` to a unit minimizer `y` over `V`, with value `m`, is at most `(Λ - m)` times the squared
sine `1 - ⟨x, y⟩²` of the angle between them. -/
theorem energy_drop_le_sin_sq {H : E →ₗ[ℝ] E} (hH : H.IsSymmetric)
    {V : Submodule ℝ E} {x y : E} {Λ : ℝ} (hΛ : ∀ v ∈ V, ⟪v, H v⟫_ℝ ≤ Λ * ‖v‖ ^ 2)
    (hx : x ∈ V) (hx1 : ‖x‖ = 1) (hy : IsRayleighMin H V y) (hy1 : ‖y‖ = 1) :
    rayleigh H x - rayleigh H y ≤ (Λ - rayleigh H y) * (1 - ⟪x, y⟫_ℝ ^ 2) := by
  have hxx : ⟪x, x⟫_ℝ = 1 := by rw [real_inner_self_eq_norm_sq, hx1, one_pow]
  have hyy : ⟪y, y⟫_ℝ = 1 := by rw [real_inner_self_eq_norm_sq, hy1, one_pow]
  have hyx : ⟪y, x⟫_ℝ = ⟪x, y⟫_ℝ := real_inner_comm _ _
  -- rescale `y` to the projection of `x` on its line; it remains stationary
  have hz : ⟪x, y⟫_ℝ • y ∈ V := V.smul_mem _ hy.mem
  have hst : ∀ v ∈ V,
      ⟪v, H (⟪x, y⟫_ℝ • y) - rayleigh H y • (⟪x, y⟫_ℝ • y)⟫_ℝ = 0 := by
    intro v hv
    have h0 := residual_orthogonal hH hy hv
    simp only [map_smul, inner_sub_right, real_inner_smul_right] at h0 ⊢
    linear_combination ⟪x, y⟫_ℝ * h0
  have hn : ‖⟪x, y⟫_ℝ • y - x‖ ^ 2 = 1 - ⟪x, y⟫_ℝ ^ 2 := by
    rw [← real_inner_self_eq_norm_sq]
    simp only [inner_sub_left, inner_sub_right, real_inner_smul_left, real_inner_smul_right]
    linear_combination ⟪x, y⟫_ℝ ^ 2 * hyy - ⟪x, y⟫_ℝ * hyx + hxx
  have h := stationary_energy_identity hH hx hx1 hz hst
  have hb := hΛ _ (V.sub_mem hz hx)
  rw [inner_sub_right, real_inner_smul_right,
    real_inner_self_eq_norm_sq (⟪x, y⟫_ℝ • y - x), hn] at h
  rw [hn] at hb
  linarith

/-- Let `e`, `f` be orthonormal eigenvectors of `H` with eigenvalues `a ≤ b`. On their span `e`
minimizes the Rayleigh quotient, `⟨v, H v⟩ ≤ b ‖v‖²`, and the energy drop from any unit
vector `x` to `e` equals `(b - m)(1 - ⟨x, e⟩²)`, with `m` the Rayleigh quotient of `e`. -/
theorem two_level_sharp {H : E →ₗ[ℝ] E} {e f : E} {a b : ℝ} (hab : a ≤ b)
    (he1 : ‖e‖ = 1) (hf1 : ‖f‖ = 1) (hef : ⟪e, f⟫_ℝ = 0)
    (he : H e = a • e) (hf : H f = b • f) :
    IsRayleighMin H (Submodule.span ℝ {e, f}) e ∧
      (∀ v ∈ Submodule.span ℝ {e, f}, ⟪v, H v⟫_ℝ ≤ b * ‖v‖ ^ 2) ∧
      ∀ x ∈ Submodule.span ℝ {e, f}, ‖x‖ = 1 →
        rayleigh H x - rayleigh H e = (b - rayleigh H e) * (1 - ⟪x, e⟫_ℝ ^ 2) := by
  have hee : ⟪e, e⟫_ℝ = 1 := by rw [real_inner_self_eq_norm_sq, he1, one_pow]
  have hff : ⟪f, f⟫_ℝ = 1 := by rw [real_inner_self_eq_norm_sq, hf1, one_pow]
  have hfe : ⟪f, e⟫_ℝ = 0 := (real_inner_comm _ _).trans hef
  -- energy and squared norm in the eigenbasis
  have hE : ∀ p q : ℝ, ⟪p • e + q • f, H (p • e + q • f)⟫_ℝ = a * p ^ 2 + b * q ^ 2 := by
    intro p q
    simp only [map_add, map_smul, he, hf, inner_add_left, inner_add_right,
      real_inner_smul_left, real_inner_smul_right, hee, hff, hef, hfe]
    ring
  have hN : ∀ p q : ℝ, ‖p • e + q • f‖ ^ 2 = p ^ 2 + q ^ 2 := by
    intro p q
    rw [← real_inner_self_eq_norm_sq]
    simp only [inner_add_left, inner_add_right, real_inner_smul_left,
      real_inner_smul_right, hee, hff, hef, hfe]
    ring
  have hre : rayleigh H e = a := by
    rw [rayleigh_unit H he1, he, real_inner_smul_right, hee, mul_one]
  refine ⟨⟨Submodule.subset_span (by simp), ?_, ?_⟩, ?_, ?_⟩
  · intro h
    simp [h] at he1
  · intro v hv hv0
    obtain ⟨p, q, rfl⟩ := Submodule.mem_span_pair.1 hv
    have hpos := pow_pos (norm_pos_iff.2 hv0) 2
    rw [hre]
    unfold rayleigh
    rw [real_inner_self_eq_norm_sq (p • e + q • f), le_div_iff₀ hpos, hE, hN]
    nlinarith [mul_nonneg (sub_nonneg.2 hab) (sq_nonneg q)]
  · intro v hv
    obtain ⟨p, q, rfl⟩ := Submodule.mem_span_pair.1 hv
    rw [hE, hN]
    nlinarith [mul_nonneg (sub_nonneg.2 hab) (sq_nonneg p)]
  · intro x hx hx1
    obtain ⟨p, q, rfl⟩ := Submodule.mem_span_pair.1 hx
    have hpq := hN p q
    rw [hx1] at hpq
    have hp : ⟪p • e + q • f, e⟫_ℝ = p := by
      rw [inner_add_left, real_inner_smul_left, real_inner_smul_left, hee, hfe]
      ring
    rw [rayleigh_unit H hx1, hE, hre, hp]
    linear_combination -b * hpq

end

end PreconditionedSubspaceStep
```

```lean
#print axioms PreconditionedSubspaceStep.preconditioned_step
#print axioms PreconditionedSubspaceStep.energy_drop_second_order
#print axioms PreconditionedSubspaceStep.energy_drop_le_sin_sq
#print axioms PreconditionedSubspaceStep.two_level_sharp
```

```
'PreconditionedSubspaceStep.preconditioned_step' depends on axioms: [propext, Classical.choice, Quot.sound]
'PreconditionedSubspaceStep.energy_drop_second_order' depends on axioms: [propext, Classical.choice, Quot.sound]
'PreconditionedSubspaceStep.energy_drop_le_sin_sq' depends on axioms: [propext, Classical.choice, Quot.sound]
'PreconditionedSubspaceStep.two_level_sharp' depends on axioms: [propext, Classical.choice, Quot.sound]
```

## One step of the eigensolver and its energy balance

The task is to find the lowest eigenvector of a Hamiltonian $H$ too large to diagonalize. The current approximation is a unit vector $x$ with energy $\theta=\langle x,Hx\rangle$. Its residual $Hx-\theta x$ is passed through a preconditioner $T$, which gives $w=T(Hx-\theta x)$. The next approximation $y$ is the vector of lowest energy in a search space $V$ that contains $x$ and $w$. In single-vector LOBPCG, $V$ is spanned by $x$, $w$ and the previous search direction.

Write $m$ for the energy of $y$, that is $m=\langle y,Hy\rangle/\langle y,y\rangle$. The theorem `preconditioned_step` states that

$$\langle w,(H-m)y\rangle=0,\qquad \theta-m=\langle y-x,(H-m)(y-x)\rangle .$$

The new residual is orthogonal to the old preconditioned one, and the energy drop, written with the new energy $m$ in the form, has no term linear in $y-x$.

Two further theorems turn the identity into bounds. Let $\Lambda$ satisfy $\langle v,Hv\rangle\le\Lambda\|v\|^2$ for all $v$ in $V$; physically, it is a ceiling on the energies available in the search space. Then `energy_drop_second_order` gives

$$\theta-m\le(\Lambda-m)\|y-x\|^2 ,$$

and `energy_drop_le_sin_sq` gives, for a unit vector $y$,

$$\theta-m\le(\Lambda-m)\bigl(1-\langle x,y\rangle^2\bigr).$$

The last factor is the squared sine of the angle between $x$ and $y$, so this bound does not depend on the sign of $y$. By `two_level_sharp`, it is an equality for every unit vector in the span of two orthonormal eigenvectors, with the upper eigenvalue as $\Lambda$.

## How the Lean objects map to the physics

The state space `E` is a real inner product space of any dimension. `H` and `T` are linear maps defined on all of it, and `H.IsSymmetric` says $\langle Hu,v\rangle=\langle u,Hv\rangle$. Nothing is asked of `T` beyond linearity; it need not be positive or close to an inverse of $H$. The search space is a `Submodule`, and membership of $w$ is the hypothesis `hw`.

The energy is `rayleigh`, with the squared norm in the denominator, so $y$ may have any nonzero length in `preconditioned_step`, while $x$ has unit length. The number $m$ appears there as `rayleigh H y`. The predicate `IsRayleighMin` says that $y$ lies in $V$, is nonzero, and has an energy no higher than that of any other nonzero vector of $V$. That such a $y$ exists is assumed; for a finite-dimensional $V$ containing $x$ it always does.

For electronic structure, the result describes one eigensolver step for the lowest orbital of a fixed, real symmetric Hamiltonian matrix in an orthonormal basis, and not the update of a self-consistent potential. Complex Hermitian matrices and blocks of several vectors are left aside. The step from the model to a running program is the identification of $y$ with the computed Ritz vector, which minimizes the energy only up to rounding and the tolerance of the small eigenproblem.

## Minimality makes the residual orthogonal to the search space

Since $m$ is the lowest energy in $V$, every $u$ in $V$ satisfies

$$\langle u,(H-m)u\rangle\ge0,$$

with equality at $u=y$. This is `min_mul_le`, which treats $u=0$ separately and otherwise multiplies the inequality of energies by $\langle u,u\rangle>0$.

Take any $v$ in $V$ and set

$$b=\langle v,(H-m)y\rangle,\qquad c=\langle v,(H-m)v\rangle\ge0 .$$

Insert the trial vector $u=(c+1)y-bv$. By symmetry the two cross terms are equal, and the term in $y$ alone vanishes:

$$0\le\langle u,(H-m)u\rangle=-2(c+1)b^2+b^2c=-b^2(c+2).$$

Because $c+2>0$, it follows that $b=0$. A single trial vector thus replaces the usual derivative of the energy along $v$.

In `residual_orthogonal`, `hu` is the inequality for this trial vector. The `simp only` call expands it, and `linear_combination` collects it into `key`, the statement $b^2(c+2)\le0$. From there `nlinarith` obtains $b^2\le0$. The argument holds for every $v$ in $V$, and $w$ is one such vector; its special form plays no part.

## Expanding the form at the update

Let $z$ be any vector of $V$ for which $(H-m)z$ is orthogonal to $V$. Then

$$\langle z-x,(H-m)(z-x)\rangle=\langle z,(H-m)z\rangle-\langle z,(H-m)x\rangle-\langle x,(H-m)z\rangle+\langle x,(H-m)x\rangle .$$

The first and third terms vanish because $z$ and $x$ lie in $V$. The second equals the third by symmetry. The fourth is $\theta-m$, since $\|x\|=1$. This is `stationary_energy_identity`: `h1` and `h2` are the two orthogonality relations, `hs` is the symmetry, and `linear_combination` adds them up. Setting $z=y$ completes `preconditioned_step`.

For the first bound, put $u=y-x$, which lies in $V$, and use the ceiling:

$$\theta-m=\langle u,Hu\rangle-m\|u\|^2\le(\Lambda-m)\|u\|^2 .$$

For the second, let $y$ have unit length and put $s=\langle x,y\rangle$. The vector $z=sy$ is the projection of $x$ on the line of $y$, and $(H-m)z=s(H-m)y$ is still orthogonal to $V$; this is `hst` in the code. Its distance from $x$ follows from

$$\|sy-x\|^2=s^2-2s^2+1=1-s^2,$$

which is `hn`. The identity at $z$ and the ceiling then give the angle bound.

## Two levels attain the angle bound

Let $e$ and $f$ be orthonormal eigenvectors with eigenvalues $a\le b$; here $b$ is an energy, not the inner product used above. A vector $v=pe+qf$ has

$$\langle v,Hv\rangle=ap^2+bq^2,\qquad\|v\|^2=p^2+q^2 ,$$

which are `hE` and `hN`. Hence $a\|v\|^2\le\langle v,Hv\rangle\le b\|v\|^2$, so $e$ is a minimizer with $m=a$, and $b$ serves as $\Lambda$. If $v=x$ is a unit vector, then $p=\langle x,e\rangle$ and $q^2=1-p^2$, so

$$\theta-m=ap^2+bq^2-a=(b-a)q^2=(b-m)\bigl(1-\langle x,e\rangle^2\bigr).$$

In Lean, `Submodule.mem_span_pair` supplies $p$ and $q$, and the final `linear_combination` uses $p^2+q^2=1$.

## A lower energy alone is not enough

Suppose that $y$ is only required to lie in $V$ and to have a lower energy than $x$. Take $H=\mathrm{diag}(0,1)$ on $V=\mathbb R^2$, with

$$x=(\cos\tfrac{\pi}{4},\sin\tfrac{\pi}{4}),\qquad y=(\cos(\tfrac{\pi}{4}-\varepsilon),\sin(\tfrac{\pi}{4}-\varepsilon))$$

for a small $\varepsilon>0$. The energy drop is

$$\tfrac12-\sin^2(\tfrac{\pi}{4}-\varepsilon)=\tfrac12\sin2\varepsilon\approx\varepsilon ,$$

while $\|y-x\|^2=4\sin^2(\varepsilon/2)\approx\varepsilon^2$. The drop is now of first order in the update, and both bounds fail with $\Lambda=1$ once $\varepsilon$ is small enough.
